# The slow-rotation limit of the excess precession angle per turn

In a frame that turns with a field at rate w, the precession frequency is given here by W = √(v² + w² − 2vw cos q), with v and q real and fixed. The lemma says that, for v > 0, the excess precession angle per turn, 2π(W − v)/w, tends to −2π cos q as w tends to zero from above. It is a statement about this formula for W, which is taken as a definition and not derived from the motion of a spin. The attempt rewrites the quotient as 2π(w − 2v cos q)/(W + v), whose limit is easy to take, and then has to show that the two expressions agree for every w > 0.

The failing Lean file:

```lean
import Mathlib

open Filter Topology Matrix
open scoped Real
open Complex (I)

namespace ExcessAngleTendsto

noncomputable section

/-- The precession frequency `W` in the frame that turns with the field. -/
def effFreq (v w q : ℝ) : ℝ := √(v ^ 2 + w ^ 2 - 2 * v * w * Real.cos q)

/-- The law of cosines for the precession frequency. -/
theorem effFreq_sq (v w q : ℝ) :
    effFreq v w q ^ 2 = v ^ 2 + w ^ 2 - 2 * v * w * Real.cos q := by
  refine Real.sq_sqrt ?_
  have h : v ^ 2 + w ^ 2 - 2 * v * w * Real.cos q =
      (v - w * Real.cos q) ^ 2 + (w * Real.sin q) ^ 2 := by
    linear_combination (-w ^ 2) * Real.sin_sq_add_cos_sq q
  rw [h]
  positivity

/-- For `v > 0` the precession frequency tends to `v` as the rotation slows down. -/
theorem effFreq_tendsto {v : ℝ} (hv : 0 < v) (q : ℝ) :
    Tendsto (fun w => effFreq v w q) (𝓝[>] 0) (𝓝 v) := by
  have hc : Continuous (fun w => effFreq v w q) :=
    (by fun_prop : Continuous fun w : ℝ => v ^ 2 + w ^ 2 - 2 * v * w * Real.cos q).sqrt
  have h0 : effFreq v 0 q = v := by simp [effFreq, Real.sqrt_sq hv.le]
  have h := (hc.tendsto 0).mono_left (nhdsWithin_le_nhds (s := Set.Ioi 0))
  rwa [h0] at h

/-- For `v > 0` the excess precession angle per turn, `2π(W - v)/w`, tends to `-2π cos q`
as `w` tends to zero from above. -/
theorem excess_angle_tendsto {v : ℝ} (hv : 0 < v) (q : ℝ) :
    Tendsto (fun w => 2 * π * (effFreq v w q - v) / w) (𝓝[>] 0)
      (𝓝 (-(2 * π * Real.cos q))) := by
  have hid : Tendsto (fun w : ℝ => w) (𝓝[>] 0) (𝓝 0) := tendsto_id.mono_left nhdsWithin_le_nhds
  have h := ((hid.sub_const (2 * v * Real.cos q)).const_mul (2 * π)).div
    ((effFreq_tendsto hv q).add_const v) (by positivity)
  have hl : 2 * π * (0 - 2 * v * Real.cos q) / (v + v) = -(2 * π * Real.cos q) := by
    field_simp
    ring
  rw [hl] at h
  refine h.congr' ?_
  filter_upwards [self_mem_nhdsWithin] with w hw
  have hw' : 0 < w := hw
  have hW : 0 ≤ effFreq v w q := Real.sqrt_nonneg _
  have hs : effFreq v w q ^ 2 = v ^ 2 + w ^ 2 - 2 * v * w * Real.cos q :=
    Real.sq_sqrt (by nlinarith [sq_nonneg (v - w),
      mul_nonneg (mul_pos hv hw').le (sub_nonneg.2 (Real.cos_le_one q))])
  -- rationalise the difference W - v
  change 2 * π * (w - 2 * v * Real.cos q) / (effFreq v w q + v) = _
  rw [div_eq_div_iff (by positivity) hw'.ne']
  linear_combination (-(2 * π)) * hs

end

end ExcessAngleTendsto
```

Messages:

```
Main.lean:51:16: error: unexpected token '('; expected ']'
Main.lean:51:6: error: typeclass instance problem is stuck
  PosMulMono ?m.302

Note: Lean will not try to resolve this typeclass instance problem because the first, second, third, and fourth type arguments to `PosMulMono` contain metavariables. These arguments must be fully determined before Lean will try to resolve the typeclass.

Hint: Adding type annotations and supplying implicit arguments to functions can give Lean more information for typeclass resolution. For example, if you have a variable `x` that you intend to be a `Nat`, but Lean reports it as having an unresolved type like `?m`, replacing `x` with `(x : Nat)` can get typeclass resolution un-stuck.
Main.lean:37:37: error: unsolved goals
v : ℝ
hv : 0 < v
q : ℝ
hid : Tendsto (fun w => w) (𝓝[>] 0) (𝓝 0)
h :
  Tendsto ((fun x => 2 * π * (x - 2 * v * Real.cos q)) / fun x => effFreq v x q + v) (𝓝[>] 0)
    (𝓝 (-(2 * π * Real.cos q)))
hl : 2 * π * (0 - 2 * v * Real.cos q) / (v + v) = -(2 * π * Real.cos q)
w : ℝ
hw : w ∈ Set.Ioi 0
hw' : 0 < w
hW : 0 ≤ effFreq v w q
hs : effFreq v w q ^ 2 = v ^ 2 + w ^ 2 - 2 * v * w * Real.cos q
⊢ ((fun x => 2 * π * (x - 2 * v * Real.cos q)) / fun x => effFreq v x q + v) w = 2 * π * (effFreq v w q - v) / w
```

The first error is one of layout. Inside a `by` block, the arguments of a function must stand to the right of the column where the current tactic begins. Here `nlinarith` begins far along its line, and the hint `mul_nonneg (mul_pos hv hw').le …` is continued on the next line, further left. Lean therefore reads `mul_nonneg` alone and expects the list to close.

The other two messages follow from this. Without its arguments, `mul_nonneg` doesn't tell Lean which type it is about, so the search for `PosMulMono` is stuck. The rest of the proof, from `change` on, is never read, which leaves the final equality unproved.

The repair drops `hs`, and the broken hint with it, and uses `effFreq_sq v w q`, which was proved earlier and states the same identity. The other changes, which remove `hw'` and replace `positivity` by an explicit proof that the denominator is nonzero, are tidying as far as the messages show.

As a diff, the version that Lean accepts:

```diff
@@ -45,13 +45,9 @@
   refine h.congr' ?_
   filter_upwards [self_mem_nhdsWithin] with w hw
-  have hw' : 0 < w := hw
   have hW : 0 ≤ effFreq v w q := Real.sqrt_nonneg _
-  have hs : effFreq v w q ^ 2 = v ^ 2 + w ^ 2 - 2 * v * w * Real.cos q :=
-    Real.sq_sqrt (by nlinarith [sq_nonneg (v - w),
-      mul_nonneg (mul_pos hv hw').le (sub_nonneg.2 (Real.cos_le_one q))])
   -- rationalise the difference W - v
   change 2 * π * (w - 2 * v * Real.cos q) / (effFreq v w q + v) = _
-  rw [div_eq_div_iff (by positivity) hw'.ne']
-  linear_combination (-(2 * π)) * hs
+  rw [div_eq_div_iff (add_pos_of_nonneg_of_pos hW hv).ne' (Set.mem_Ioi.1 hw).ne']
+  linear_combination (-(2 * π)) * effFreq_sq v w q
 
 end
```
